# Six longitudinal readings fix the symmetric part of a real 3×3 dielectric tensor, and $1/(q\cdot\varepsilon q)\le q\cdot\varepsilon^{-1}q$ for symmetric positive definite $\varepsilon$ and unit $q$

Suppose a linear-response calculation returns the macroscopic dielectric constant of a low-symmetry crystal for a small wavevector in one chosen direction. One way to assemble a tensor is to run it along three orthogonal Cartesian axes, written [100], [010], [001], and the face diagonals [110], [101], [011] between them, and to combine the six numbers. The indices here refer to the Cartesian axes, not to the lattice vectors, which in a low-symmetry crystal need not be orthogonal. If the response is described by a real tensor $\varepsilon$ that does not depend on the wavevector, these numbers determine its symmetric part and nothing more.

A second step follows when the tensor is used to screen a Coulomb interaction at a small wavevector along the unit vector $q$: the bare interaction must be divided by $q\cdot\varepsilon q$, which is generally different from multiplying it by $q\cdot\varepsilon^{-1}q$. For symmetric positive definite $\varepsilon$ the correct factor $1/(q\cdot\varepsilon q)$ is never the larger of the two.

## The tensor and its directional constant

```lean
import Mathlib

open Matrix

namespace LongitudinalDielectric

noncomputable section

variable {n : Type*} [Fintype n]
```

The index set `n` is finite and otherwise arbitrary. A vector is a function `n → ℝ`, one real component per index, and a tensor is a `Matrix n n ℝ`.

```lean
/-- The quadratic form `q · ε q`; for a unit vector `q` it is the longitudinal dielectric
constant along `q`. -/
def longitudinal (ε : Matrix n n ℝ) (q : n → ℝ) : ℝ := q ⬝ᵥ ε *ᵥ q
```

Here `⬝ᵥ` is the dot product and `*ᵥ` applies a matrix to a vector, so `longitudinal ε q` is

$$q\cdot\varepsilon q=\sum_{ij}q_i\,\varepsilon_{ij}\,q_j .$$

For a unit vector $q$ and a field $E\,q$ along it, the displacement is $D=E\,\varepsilon q$, and its component along $q$ is $(q\cdot\varepsilon q)E$. This is the physical reason for the definition; the file takes the formula as its starting point and does not derive it from a microscopic response. The physical case in view is the static tensor of a dielectric in equilibrium, which is real and symmetric. The definitions also allow a real matrix with an antisymmetric part, such as numerical error can produce.

```lean
/-- The symmetric part `(ε + εᵀ) / 2` of a dielectric tensor. -/
def symPart (ε : Matrix n n ℝ) : Matrix n n ℝ := (1 / 2 : ℝ) • (ε + εᵀ)
```

This is $S=(\varepsilon+\varepsilon^T)/2$.

```lean
/-- The unit vectors along [100], [010], [001], [110], [101], [011], numbered 0 to 5, with the
indices referring to orthogonal Cartesian axes. -/
def direction : Fin 6 → Fin 3 → ℝ :=
  ![![1, 0, 0], ![0, 1, 0], ![0, 0, 1],
    ![1 / Real.sqrt 2, 1 / Real.sqrt 2, 0],
    ![1 / Real.sqrt 2, 0, 1 / Real.sqrt 2],
    ![0, 1 / Real.sqrt 2, 1 / Real.sqrt 2]]
```

The six directions are numbered 0 to 5, and the Cartesian components 0 to 2. The face diagonals carry the factor $1/\sqrt2$, so all six vectors have unit length.

```lean
/-- The longitudinal dielectric constant along the `k`-th of the six directions. -/
def reading (ε : Matrix (Fin 3) (Fin 3) ℝ) (k : Fin 6) : ℝ :=
  longitudinal ε (direction k)
```

Write $r_k$ for `reading ε k`, the constant along direction $k$.

## The antisymmetric part is invisible

```lean
/-- The longitudinal response of a tensor is that of its symmetric part. -/
theorem longitudinal_symPart (ε : Matrix n n ℝ) (q : n → ℝ) :
    longitudinal (symPart ε) q = longitudinal ε q := by
  have ht : q ⬝ᵥ εᵀ *ᵥ q = q ⬝ᵥ ε *ᵥ q := by
    rw [Matrix.mulVec_transpose, dotProduct_comm q (q ᵥ* ε), ← Matrix.dotProduct_mulVec]
  unfold longitudinal symPart
  rw [Matrix.smul_mulVec, Matrix.add_mulVec, dotProduct_smul, dotProduct_add, ht, smul_eq_mul]
  ring
```

The theorem says $q\cdot Sq=q\cdot\varepsilon q$ for every $q$, in any finite dimension. By hand, exchanging the names of the summation indices gives

$$q\cdot\varepsilon^Tq=\sum_{ij}q_i\varepsilon_{ji}q_j=q\cdot\varepsilon q,$$

so half the sum of the two forms is again $q\cdot\varepsilon q$. The Lean step `ht` is the displayed identity; the remaining lines distribute the form over the sum, and `ring` does the algebra.

## From six readings to six tensor entries

```lean
/-- The quadratic form of a three-dimensional tensor written out in Cartesian components. -/
theorem longitudinal_three (ε : Matrix (Fin 3) (Fin 3) ℝ) (x y z : ℝ) :
    longitudinal ε ![x, y, z] =
      ε 0 0 * x ^ 2 + ε 1 1 * y ^ 2 + ε 2 2 * z ^ 2 + (ε 0 1 + ε 1 0) * (x * y)
        + (ε 0 2 + ε 2 0) * (x * z) + (ε 1 2 + ε 2 1) * (y * z) := by
  simp [longitudinal, Matrix.mulVec, dotProduct, Fin.sum_univ_three]
  ring
```

For $q=(x,y,z)$ the double sum is written out:

$$\begin{aligned}q\cdot\varepsilon q={}&\varepsilon_{00}x^2+\varepsilon_{11}y^2+\varepsilon_{22}z^2+(\varepsilon_{01}+\varepsilon_{10})xy\\&+(\varepsilon_{02}+\varepsilon_{20})xz+(\varepsilon_{12}+\varepsilon_{21})yz.\end{aligned}$$

`simp` expands the sums and `ring` collects the terms.

```lean
/-- Polarization formulas: the six readings give every entry of the symmetric part. An
off-diagonal entry is the face-diagonal reading minus the mean of the two axis readings. -/
theorem symPart_eq_readings (ε : Matrix (Fin 3) (Fin 3) ℝ) :
    symPart ε =
      !![reading ε 0, reading ε 3 - (reading ε 0 + reading ε 1) / 2,
          reading ε 4 - (reading ε 0 + reading ε 2) / 2;
        reading ε 3 - (reading ε 0 + reading ε 1) / 2, reading ε 1,
          reading ε 5 - (reading ε 1 + reading ε 2) / 2;
        reading ε 4 - (reading ε 0 + reading ε 2) / 2,
          reading ε 5 - (reading ε 1 + reading ε 2) / 2, reading ε 2] := by
  have hr : (1 / Real.sqrt 2) * (1 / Real.sqrt 2) = 1 / 2 := by
    have h2 : Real.sqrt 2 * Real.sqrt 2 = 2 := Real.mul_self_sqrt (by norm_num)
    rw [div_mul_div_comm, h2]
    norm_num
  -- the three readings along the axes
  have h0 : reading ε 0 = ε 0 0 := by
    have e : reading ε 0 = longitudinal ε ![1, 0, 0] := rfl
    rw [e, longitudinal_three]; ring
  have h1 : reading ε 1 = ε 1 1 := by
    have e : reading ε 1 = longitudinal ε ![0, 1, 0] := rfl
    rw [e, longitudinal_three]; ring
  have h2 : reading ε 2 = ε 2 2 := by
    have e : reading ε 2 = longitudinal ε ![0, 0, 1] := rfl
    rw [e, longitudinal_three]; ring
  -- the three readings along the face diagonals
  have h3 : reading ε 3 = (ε 0 0 + ε 1 1 + ε 0 1 + ε 1 0) / 2 := by
    have e : reading ε 3 = longitudinal ε ![1 / Real.sqrt 2, 1 / Real.sqrt 2, 0] := rfl
    rw [e, longitudinal_three]
    linear_combination (ε 0 0 + ε 1 1 + ε 0 1 + ε 1 0) * hr
  have h4 : reading ε 4 = (ε 0 0 + ε 2 2 + ε 0 2 + ε 2 0) / 2 := by
    have e : reading ε 4 = longitudinal ε ![1 / Real.sqrt 2, 0, 1 / Real.sqrt 2] := rfl
    rw [e, longitudinal_three]
    linear_combination (ε 0 0 + ε 2 2 + ε 0 2 + ε 2 0) * hr
  have h5 : reading ε 5 = (ε 1 1 + ε 2 2 + ε 1 2 + ε 2 1) / 2 := by
    have e : reading ε 5 = longitudinal ε ![0, 1 / Real.sqrt 2, 1 / Real.sqrt 2] := rfl
    rw [e, longitudinal_three]
    linear_combination (ε 1 1 + ε 2 2 + ε 1 2 + ε 2 1) * hr
  rw [h0, h1, h2, h3, h4, h5]
  ext i j
  fin_cases i <;> fin_cases j <;> simp [symPart] <;> ring
```

The matrix after `!!` lists the entries of $S$ row by row. Along the axes the expansion gives $r_0=\varepsilon_{00}$, $r_1=\varepsilon_{11}$ and $r_2=\varepsilon_{22}$. Along [110], with $x=y=1/\sqrt2$ and $z=0$,

$$r_3=\tfrac12(\varepsilon_{00}+\varepsilon_{11}+\varepsilon_{01}+\varepsilon_{10}).$$

Subtracting the mean of the two axis readings leaves

$$r_3-\frac{r_0+r_1}{2}=\frac{\varepsilon_{01}+\varepsilon_{10}}{2}=S_{01}.$$

In the same way $S_{02}=r_4-(r_0+r_2)/2$ and $S_{12}=r_5-(r_1+r_2)/2$.

In the proof, `hr` is $(1/\sqrt2)^2=1/2$, and `h0` to `h5` are the six readings. Each `linear_combination` inserts `hr` with the right coefficient. The last line checks the nine matrix entries one at a time.

In a script this is one line per off-diagonal entry. With $r_0=2$, $r_1=4$ and $r_3=3.5$, one gets $S_{01}=0.5$. If the code contracts with the unnormalised vector $(1,1,0)$, its output is $2r_3$ and must be halved first.

```lean
/-- Two dielectric tensors have the same six readings exactly when their symmetric parts
coincide. -/
theorem readings_eq_iff (ε ε' : Matrix (Fin 3) (Fin 3) ℝ) :
    (∀ k, reading ε k = reading ε' k) ↔ symPart ε = symPart ε' := by
  constructor
  · intro h
    rw [symPart_eq_readings ε, symPart_eq_readings ε']
    simp only [h]
  · intro h k
    unfold reading
    rw [← longitudinal_symPart ε, h, longitudinal_symPart]
```

Two tensors agree in all six readings if and only if they have the same symmetric part. From left to right, equal readings put equal numbers into the reconstruction formula. From right to left, each reading depends only on the symmetric part, by `longitudinal_symPart`.

## A quadratic form on a trial vector

```lean
/-- A positive definite tensor has a positive quadratic form on every nonzero vector. -/
theorem longitudinal_pos {ε : Matrix n n ℝ} (hε : ε.PosDef) {q : n → ℝ} (hq : q ≠ 0) :
    0 < longitudinal ε q := by
  have h := hε.dotProduct_mulVec_pos hq
  simpa [longitudinal] using h
```

In Mathlib, `ε.PosDef` includes symmetry for a real matrix, as well as $v\cdot\varepsilon v>0$ for every $v\neq0$. The lemma states this positivity in terms of `longitudinal`. Physically, the field energy density, proportional to $E\cdot\varepsilon E$, is positive for every nonzero static field.

```lean
variable [DecidableEq n]

/-- For a symmetric invertible tensor and a unit vector `q`, the quadratic form on the trial vector
`a ε⁻¹ q - q` is a polynomial in `a` of degree at most two. -/
theorem longitudinal_trial {ε : Matrix n n ℝ} (hs : εᵀ = ε) (hdet : IsUnit ε.det)
    {q : n → ℝ} (hq : q ⬝ᵥ q = 1) (a : ℝ) :
    longitudinal ε (a • (ε⁻¹ *ᵥ q) - q) =
      a ^ 2 * longitudinal ε⁻¹ q - 2 * a + longitudinal ε q := by
  have h1 : ε *ᵥ (ε⁻¹ *ᵥ q) = q := by
    rw [Matrix.mulVec_mulVec, Matrix.mul_nonsing_inv _ hdet, Matrix.one_mulVec]
  have h2 : (ε⁻¹ *ᵥ q) ⬝ᵥ (ε *ᵥ q) = 1 := by
    rw [Matrix.dotProduct_mulVec, ← Matrix.mulVec_transpose, hs, h1, hq]
  have h3 : (ε⁻¹ *ᵥ q) ⬝ᵥ q = q ⬝ᵥ (ε⁻¹ *ᵥ q) := dotProduct_comm _ _
  unfold longitudinal
  rw [Matrix.mulVec_sub, Matrix.mulVec_smul, h1]
  simp only [sub_dotProduct, dotProduct_sub, smul_dotProduct, dotProduct_smul, smul_eq_mul,
    h2, h3, hq]
  ring
```

The hypotheses are $\varepsilon^T=\varepsilon$, a nonzero determinant (`IsUnit ε.det`) and $q\cdot q=1$. For a real number $a$, take $v=a\,\varepsilon^{-1}q-q$. Then $\varepsilon v=aq-\varepsilon q$, and

$$v\cdot\varepsilon v=a^2\,(\varepsilon^{-1}q)\cdot q-a\,(\varepsilon^{-1}q)\cdot(\varepsilon q)-a\,q\cdot q+q\cdot\varepsilon q.$$

By symmetry $(\varepsilon^{-1}q)\cdot(\varepsilon q)=(\varepsilon\varepsilon^{-1}q)\cdot q=1$, which is `h2` in the proof. Hence

$$v\cdot\varepsilon v=a^2\,(q\cdot\varepsilon^{-1}q)-2a+q\cdot\varepsilon q.$$

## Inverting before or after projecting

```lean
/-- For a positive definite dielectric tensor and a unit vector `q`, the inverse of the
longitudinal constant is at most the longitudinal component of the inverse tensor. -/
theorem inv_longitudinal_le {ε : Matrix n n ℝ} (hε : ε.PosDef) {q : n → ℝ}
    (hq : q ⬝ᵥ q = 1) : 1 / longitudinal ε q ≤ longitudinal ε⁻¹ q := by
  have hs : εᵀ = ε :=
    (Matrix.conjTranspose_eq_transpose_of_trivial ε).symm.trans hε.isHermitian.eq
  have hq0 : q ≠ 0 := by
    rintro rfl
    simp at hq
  have ha := longitudinal_pos hε hq0
  have key := longitudinal_trial hs hε.det_pos.ne'.isUnit hq (longitudinal ε q)
  have hv : 0 ≤ longitudinal ε (longitudinal ε q • (ε⁻¹ *ᵥ q) - q) := by
    rcases eq_or_ne (longitudinal ε q • (ε⁻¹ *ᵥ q) - q) 0 with h | h
    · rw [h]
      simp [longitudinal]
    · exact (longitudinal_pos hε h).le
  rw [key] at hv
  rw [div_le_iff₀ ha]
  refine le_of_mul_le_mul_left ?_ ha
  nlinarith [hv]
```

Write $L=q\cdot\varepsilon q$ and $M=q\cdot\varepsilon^{-1}q$. The theorem is $1/L\le M$. Since $q$ has unit length it is nonzero, so $L>0$. Setting $a=L$ in the trial-vector formula gives

$$0\le v\cdot\varepsilon v=L^2M-2L+L=L(LM-1).$$

Dividing by $L$ gives $LM\ge1$, which is the claim. Lean treats $v=0$ separately in `hv`, because the positivity lemma needs a nonzero vector. The last lines clear the denominator and cancel the factor $L$.

The two sides answer different questions. With $E$ along $q$, the ratio of $E$ to the component of $D$ along $q$ is $1/L$. With $D$ along $q$, the component of $E$ along $q$ is $M$ times $D$, and $E$ may also have a transverse part. A long-wavelength electrostatic field is of the first kind, so in Gaussian units the Coulomb kernel in a homogeneous medium with wavevector $k=|k|q$ is $4\pi/(|k|^2L)$. Code that inverts the tensor first and then projects uses $4\pi M/|k|^2$, which in this model is never smaller than the correct kernel.

Symmetry matters here. As a purely mathematical example, which is not the static tensor of a dielectric in equilibrium, take

$$\varepsilon=\begin{pmatrix}1&1\\-1&1\end{pmatrix},\qquad \varepsilon^{-1}=\frac12\begin{pmatrix}1&-1\\1&1\end{pmatrix},\qquad q=(1,0).$$

The quadratic form of $\varepsilon$ is $x^2+y^2$, positive on every nonzero vector, yet $1/L=1$ while $M=1/2$. The inequality fails.

```lean
/-- For a positive definite tensor and a unit vector `q`, the two inverse responses are equal
exactly when `q` is an eigenvector of the tensor. -/
theorem inv_longitudinal_eq_iff {ε : Matrix n n ℝ} (hε : ε.PosDef) {q : n → ℝ}
    (hq : q ⬝ᵥ q = 1) :
    1 / longitudinal ε q = longitudinal ε⁻¹ q ↔ ∃ c : ℝ, ε *ᵥ q = c • q := by
  have hs : εᵀ = ε :=
    (Matrix.conjTranspose_eq_transpose_of_trivial ε).symm.trans hε.isHermitian.eq
  have hdet : IsUnit ε.det := hε.det_pos.ne'.isUnit
  have hq0 : q ≠ 0 := by
    rintro rfl
    simp at hq
  have ha := longitudinal_pos hε hq0
  constructor
  · intro h
    have hab : longitudinal ε⁻¹ q * longitudinal ε q = 1 := by
      rw [← h]
      exact one_div_mul_cancel ha.ne'
    -- equality makes the form vanish on the trial vector, hence the vector itself
    have hz : longitudinal ε (longitudinal ε q • (ε⁻¹ *ᵥ q) - q) = 0 := by
      rw [longitudinal_trial hs hdet hq]
      linear_combination longitudinal ε q * hab
    have hv : longitudinal ε q • (ε⁻¹ *ᵥ q) - q = 0 := by
      by_contra hne
      exact (longitudinal_pos hε hne).ne' hz
    refine ⟨longitudinal ε q, ?_⟩
    have h1 := congrArg (fun v => ε *ᵥ v) (sub_eq_zero.mp hv)
    simp only [Matrix.mulVec_smul, Matrix.mulVec_mulVec, Matrix.mul_nonsing_inv _ hdet,
      Matrix.one_mulVec] at h1
    exact h1.symm
  · rintro ⟨c, hc⟩
    have hac : longitudinal ε q = c := by
      unfold longitudinal
      rw [hc, dotProduct_smul, hq, smul_eq_mul, mul_one]
    have h1 : ε⁻¹ *ᵥ (ε *ᵥ q) = q := by
      rw [Matrix.mulVec_mulVec, Matrix.nonsing_inv_mul _ hdet, Matrix.one_mulVec]
    rw [hc, Matrix.mulVec_smul] at h1
    have h2 : c * longitudinal ε⁻¹ q = 1 := by
      unfold longitudinal
      rw [← smul_eq_mul, ← dotProduct_smul, h1, hq]
    rw [div_eq_iff ha.ne', hac]
    linarith
```

Equality holds exactly when $\varepsilon q=cq$ for some real $c$, that is, when $q$ lies along a principal axis.

Suppose $1/L=M$. Then $LM=1$, and the form on the trial vector is $L(LM-1)=0$. Positive definiteness forces the vector itself to vanish, so $L\,\varepsilon^{-1}q=q$. Applying $\varepsilon$ gives $\varepsilon q=Lq$. In Lean these steps are `hab`, `hz`, `hv` and `h1`.

Conversely, if $\varepsilon q=cq$, then $L=c\,(q\cdot q)=c$. Applying $\varepsilon^{-1}$ gives $q=c\,\varepsilon^{-1}q$, and the dot product with $q$ gives $1=cM$. Therefore $M=1/c=1/L$.

## The size of the gap in two dimensions

```lean
/-- For a diagonal tensor with positive principal values `a`, `b` and a unit vector `(x, y)`,
the gap between the two inverse responses in closed form. -/
theorem gap_two_axes {a b x y : ℝ} (ha : 0 < a) (hb : 0 < b) (h : x ^ 2 + y ^ 2 = 1) :
    longitudinal (!![a, 0; 0, b])⁻¹ ![x, y] - 1 / longitudinal !![a, 0; 0, b] ![x, y] =
      x ^ 2 * y ^ 2 * (a - b) ^ 2 / (a * b * (a * x ^ 2 + b * y ^ 2)) := by
  have hinv : (!![a, 0; 0, b])⁻¹ = !![1 / a, 0; 0, 1 / b] := by
    apply Matrix.inv_eq_right_inv
    ext i j
    fin_cases i <;> fin_cases j <;>
      simp [Matrix.mul_apply, Fin.sum_univ_succ, ha.ne', hb.ne']
  have hL : ∀ s t : ℝ, longitudinal !![s, 0; 0, t] ![x, y] = s * x ^ 2 + t * y ^ 2 := by
    intro s t
    simp [longitudinal, Matrix.mulVec, dotProduct, Fin.sum_univ_two]
    ring
  have hD : 0 < a * x ^ 2 + b * y ^ 2 := by
    rcases eq_or_ne x 0 with hx | hx
    · have hy : y ^ 2 = 1 := by
        rw [hx] at h
        linarith
      rw [hx, hy]
      linarith
    · positivity
  -- clear the denominators, then use the normalisation of the direction
  have e : ∀ D : ℝ, D ≠ 0 → (1 / a * x ^ 2 + 1 / b * y ^ 2 - 1 / D) * (a * b * D) =
      (b * x ^ 2 + a * y ^ 2) * D - a * b := by
    intro D hD0
    have h1 : 1 / a * a = 1 := one_div_mul_cancel ha.ne'
    have h2 : 1 / b * b = 1 := one_div_mul_cancel hb.ne'
    have h3 : 1 / D * D = 1 := one_div_mul_cancel hD0
    linear_combination b * D * x ^ 2 * h1 + a * D * y ^ 2 * h2 - a * b * h3
  rw [hinv, hL, hL, eq_div_iff (mul_pos (mul_pos ha hb) hD).ne', e _ hD.ne']
  linear_combination a * b * (x ^ 2 + y ^ 2 + 1) * h

end

end LongitudinalDielectric
```

For $\varepsilon=\mathrm{diag}(a,b)$ with $a,b>0$ (here $a$ is a principal value, no longer the trial parameter) and a unit vector $q=(x,y)$, we have $L=ax^2+by^2$ and $M=x^2/a+y^2/b$. Over a common denominator,

$$M-\frac1L=\frac{(bx^2+ay^2)(ax^2+by^2)-ab}{abL}.$$

The numerator is $ab(x^4+y^4-1)+(a^2+b^2)x^2y^2$. Squaring $x^2+y^2=1$ gives $x^4+y^4-1=-2x^2y^2$, and so

$$M-\frac1L=\frac{x^2y^2(a-b)^2}{ab\,(ax^2+by^2)}.$$

In the proof, `hinv` supplies the inverse matrix, `hD` shows $L>0$, and `e` clears the denominators. The final `linear_combination` uses the normalisation of $q$.

The gap vanishes on the axes and for $a=b$, and for small anisotropy it is of second order in $a-b$. With $a=4$, $b=2$ and $q$ at 45 degrees, $L=3$ and $M=3/8$, so the gap is $1/24$: projecting the inverse tensor overestimates $1/L$ by one eighth.

```lean
#print axioms LongitudinalDielectric.readings_eq_iff
-- 'LongitudinalDielectric.readings_eq_iff' depends on axioms: [propext, Classical.choice, Quot.sound]
#print axioms LongitudinalDielectric.inv_longitudinal_le
-- 'LongitudinalDielectric.inv_longitudinal_le' depends on axioms: [propext, Classical.choice, Quot.sound]
#print axioms LongitudinalDielectric.inv_longitudinal_eq_iff
-- 'LongitudinalDielectric.inv_longitudinal_eq_iff' depends on axioms: [propext, Classical.choice, Quot.sound]
#print axioms LongitudinalDielectric.gap_two_axes
-- 'LongitudinalDielectric.gap_two_axes' depends on axioms: [propext, Classical.choice, Quot.sound]
```
